# The operator identity behind Kleiss–Stirling massive spinors

A top quark leaves a hard collision with a definite four-momentum, and its spin affects the angles of its decay products. An amplitude code needs a spinor for each of its two spin states, but the helicity of a massive particle depends on the frame. The Kleiss–Stirling construction fixes the spin axis with a lightlike reference momentum k. It starts from a massless spinor of k and multiplies it by the numerator of the Dirac propagator.

Let p be the fermion momentum, m its mass and c = p·k. Write P = γ·p and K = γ·k for the slashed momenta, and G for γ₅. With

S = P/m − (m/c)K

the identity is

(P + m)(1 + G)K(P + m) = 2c(P + m)(1 − GS).

## Polarised amplitudes and the choice of k

For positive energies and m > 0, a code that uses this construction sets

u(p) = (P + m)u₊(k)/√(2c),

where u₊(k) is the massless spinor of positive chirality, with u₊ū₊ = ½(1 + G)K. The identity then gives

u(p)ū(p) = ½(P + m)(1 − GS).

Such a code relies on this when it reads the squared amplitude of an external free fermion as that of a definite spin state. In the common convention ½(1 + γ₅ γ·s), the physical spin vector s is the one whose slashed form is −S. In the rest frame it points along k.

Rescaling k leaves S unchanged, but changing the direction of k changes the spin axis, so polarised results from two codes can differ when their axes do. Adding the result for the opposite chirality gives the spin sum P + m, in which k no longer appears.

## From the anticommutators to the spin projector

The inputs are P² = m², K² = 0, PK + KP = 2c and G² = 1, with G anticommuting with P and K, and with m and c nonzero. Expanding gives

S² = P²/m² − (PK + KP)/c + (m²/c²)K² = 1 − 2 + 0 = −1

SP + PS = 2P²/m − (m/c)(PK + KP) = 2m − 2m = 0.

So S is normalised and orthogonal to the momentum. Since G anticommutes with P and K, it anticommutes with S. Hence

(GS)(GS) = −G²S² = 1

P(GS) = −GPS = (GS)P.

It follows that

[½(1 − GS)]² = ¼(1 − 2GS + 1) = ½(1 − GS),

and this projector commutes with P.

Now put Q = P + m. From PKP = (2c − KP)P = 2cP − m²K,

QKQ = PKP + m(PK + KP) + m²K = 2cP + 2cm = 2cQ.

This is the part of the identity without G. For the other part, solve the definition of S for K:

K = (c/m²)P − (c/m)S.

Three products are needed:

PQ = m² + mP = mQ

Q² = PQ + mQ = 2mQ

QGQ = G(m − P)(m + P) = G(m² − P²) = 0.

The P term of K contributes QGPQ = mQGQ = 0. In the S term, GS commutes with Q, so QGSQ = Q²GS = 2mQGS. Therefore

QGKQ = −(c/m)·2mQGS = −2cQGS.

Adding QKQ gives Q(1 + G)KQ = 2cQ(1 − GS). Replacing G by −G preserves every input and gives

Q(1 − G)KQ = 2cQ(1 + GS).

## The algebra and its Dirac matrices in Lean

```lean
import Mathlib

open Matrix

namespace KleissStirling

noncomputable section

variable {A : Type*} [Ring A] [Algebra ℝ A]

/-- The relations between a slashed massive momentum `P`, a slashed lightlike reference
momentum `K` and a chirality element `G`, with nonzero mass `m` and nonzero product `c`. -/
structure Relations (m c : ℝ) (P K G : A) : Prop where
  mass_ne : m ≠ 0
  dot_ne : c ≠ 0
  P_sq : P * P = m ^ 2 • (1 : A)
  K_sq : K * K = 0
  PK : P * K + K * P = (2 * c) • (1 : A)
  G_sq : G * G = 1
  GP : G * P + P * G = 0
  GK : G * K + K * G = 0

/-- The slashed spin vector `S = P/m - (m/c) K`, for nonzero `m` and `c`. -/
def spinVector (m c : ℝ) (P K : A) : A := m⁻¹ • P - (m / c) • K

/-- The numerator `P + m` of the Dirac propagator. -/
def diracNumerator (m : ℝ) (P : A) : A := P + m • (1 : A)

/-- The spin projector `(1 - G S)/2`, for nonzero `m` and `c`. -/
def spinProjector (m c : ℝ) (P K G : A) : A :=
  (1 / 2 : ℝ) • (1 - G * spinVector m c P K)

/-- Under the Kleiss-Stirling relations the spin vector squares to minus one and
anticommutes with the momentum. -/
theorem spinVector_sq_and_transverse {m c : ℝ} {P K G : A} (h : Relations m c P K G) :
    spinVector m c P K * spinVector m c P K = -1 ∧
      spinVector m c P K * P + P * spinVector m c P K = 0 := by
  have hm := h.mass_ne
  have hc := h.dot_ne
  -- name the two coefficients, so that only polynomial identities remain
  obtain ⟨a, b, ha, hb, hS⟩ : ∃ a b : ℝ, a * m = 1 ∧ b * c = m ∧
      spinVector m c P K = a • P - b • K :=
    ⟨m⁻¹, m / c, inv_mul_cancel₀ hm, by field_simp, rfl⟩
  rw [hS]
  constructor
  · have hs : a ^ 2 * m ^ 2 - 2 * a * b * c = -1 := by
      linear_combination (a * m - 1) * ha - 2 * a * hb
    calc (a • P - b • K) * (a • P - b • K)
        = a ^ 2 • (P * P) - (a * b) • (P * K + K * P) + b ^ 2 • (K * K) := by
          simp only [sub_mul, mul_sub, smul_mul_assoc, mul_smul_comm]
          module
      _ = (a ^ 2 * m ^ 2 - 2 * a * b * c) • (1 : A) := by
          rw [h.P_sq, h.PK, h.K_sq]
          module
      _ = -1 := by rw [hs, neg_smul, one_smul]
  · have hs : 2 * a * m ^ 2 - 2 * b * c = 0 := by
      linear_combination 2 * m * ha - 2 * hb
    calc (a • P - b • K) * P + P * (a • P - b • K)
        = (2 * a) • (P * P) - b • (P * K + K * P) := by
          simp only [sub_mul, mul_sub, smul_mul_assoc, mul_smul_comm]
          module
      _ = (2 * a * m ^ 2 - 2 * b * c) • (1 : A) := by
          rw [h.P_sq, h.PK]
          module
      _ = 0 := by rw [hs, zero_smul]

/-- Under the Kleiss-Stirling relations the spin operator `G S` squares to one and
commutes with the momentum. -/
theorem spinOperator_sq_and_commute {m c : ℝ} {P K G : A} (h : Relations m c P K G) :
    G * spinVector m c P K * (G * spinVector m c P K) = 1 ∧
      P * (G * spinVector m c P K) = G * spinVector m c P K * P := by
  obtain ⟨hSS, hSP⟩ := spinVector_sq_and_transverse h
  have hGS : G * spinVector m c P K + spinVector m c P K * G = 0 := by
    calc G * spinVector m c P K + spinVector m c P K * G
        = m⁻¹ • (G * P + P * G) - (m / c) • (G * K + K * G) := by
          simp only [spinVector, sub_mul, mul_sub, smul_mul_assoc, mul_smul_comm]
          module
      _ = 0 := by rw [h.GP, h.GK, smul_zero, smul_zero, sub_zero]
  have hGG := h.G_sq
  have hGP := h.GP
  generalize spinVector m c P K = S at hSS hSP hGS ⊢
  constructor
  · linear_combination (norm := noncomm_ring) G * hGS * S - hGG * (S * S) - hSS
  · linear_combination (norm := noncomm_ring) hGP * S - G * hSP

/-- Under the Kleiss-Stirling relations `(1 - G S)/2` is idempotent and commutes with
the momentum. -/
theorem spinProjector_idempotent_and_commute {m c : ℝ} {P K G : A}
    (h : Relations m c P K G) :
    spinProjector m c P K G * spinProjector m c P K G = spinProjector m c P K G ∧
      P * spinProjector m c P K G = spinProjector m c P K G * P := by
  obtain ⟨hX, hPX⟩ := spinOperator_sq_and_commute h
  unfold spinProjector
  generalize G * spinVector m c P K = X at hX hPX ⊢
  constructor
  · simp only [smul_mul_assoc, mul_smul_comm, sub_mul, mul_sub, one_mul, mul_one, hX]
    module
  · simp only [smul_mul_assoc, mul_smul_comm, sub_mul, mul_sub, one_mul, mul_one, hPX]

/-- If `P² = m²` and `PK + KP = 2c`, then `(P+m) K (P+m) = 2c (P+m)`. -/
theorem numerator_sandwich {m c : ℝ} {P K : A} (hP : P * P = m ^ 2 • (1 : A))
    (hPK : P * K + K * P = (2 * c) • (1 : A)) :
    diracNumerator m P * K * diracNumerator m P = (2 * c) • diracNumerator m P := by
  have hPKP : P * K * P = (2 * c) • P - m ^ 2 • K := by
    calc P * K * P = (P * K + K * P) * P - K * (P * P) := by noncomm_ring
      _ = (2 * c) • P - m ^ 2 • K := by
          rw [hPK, hP, smul_mul_assoc, one_mul, mul_smul_comm, mul_one]
  unfold diracNumerator
  calc (P + m • (1 : A)) * K * (P + m • (1 : A))
      = P * K * P + m • (P * K + K * P) + m ^ 2 • K := by
        simp only [add_mul, mul_add, smul_mul_assoc, mul_smul_comm, one_mul, mul_one]
        module
    _ = (2 * c) • (P + m • (1 : A)) := by
        rw [hPKP, hPK]
        module

/-- Under the Kleiss-Stirling relations, `(P+m)(1+G)K(P+m) = 2c (P+m)(1-GS)`. -/
theorem massive_spinor_density {m c : ℝ} {P K G : A} (h : Relations m c P K G) :
    diracNumerator m P * (1 + G) * K * diracNumerator m P =
      (2 * c) • (diracNumerator m P * (1 - G * spinVector m c P K)) := by
  have hm := h.mass_ne
  have hc := h.dot_ne
  obtain ⟨a, b, ha, hb, hS⟩ : ∃ a b : ℝ, a * m = 1 ∧ b * c = m ∧
      spinVector m c P K = a • P - b • K :=
    ⟨m⁻¹, m / c, inv_mul_cancel₀ hm, by field_simp, rfl⟩
  -- the reference momentum in terms of momentum and spin vector
  have hK : K = (c * a ^ 2) • P - (c * a) • spinVector m c P K := by
    have hs : c * a * b = 1 := by linear_combination a * hb + ha
    calc K = (c * a * b) • K := by rw [hs, one_smul]
      _ = (c * a ^ 2) • P - (c * a) • spinVector m c P K := by
          rw [hS]
          module
  have h0 := numerator_sandwich h.P_sq h.PK
  have hPX := (spinOperator_sq_and_commute h).2
  have hPG : P * G = -(G * P) := eq_neg_of_add_eq_zero_right h.GP
  have hPQ : P * diracNumerator m P = m • diracNumerator m P := by
    simp only [diracNumerator, mul_add, mul_smul_comm, mul_one, h.P_sq]
    module
  have hQQ : diracNumerator m P * diracNumerator m P = (2 * m) • diracNumerator m P := by
    simp only [diracNumerator, add_mul, mul_add, smul_mul_assoc, mul_smul_comm,
      one_mul, mul_one, h.P_sq]
    module
  have hQGQ : diracNumerator m P * G * diracNumerator m P = 0 := by
    simp only [diracNumerator, add_mul, mul_add, smul_mul_assoc, mul_smul_comm,
      one_mul, mul_one, hPG, neg_mul, mul_assoc, h.P_sq]
    module
  have hXQ : G * spinVector m c P K * diracNumerator m P =
      diracNumerator m P * (G * spinVector m c P K) := by
    simp only [diracNumerator, add_mul, mul_add, smul_mul_assoc, mul_smul_comm,
      one_mul, mul_one, hPX]
  have hs : c * a * (2 * m) = 2 * c := by linear_combination 2 * c * ha
  set Q := diracNumerator m P
  set S := spinVector m c P K
  -- the chiral part: the momentum term drops out, the spin term survives
  have h1 : Q * (G * K) * Q = -((2 * c) • (Q * (G * S))) := by
    calc Q * (G * K) * Q
        = Q * (G * ((c * a ^ 2) • P - (c * a) • S)) * Q := by rw [← hK]
      _ = (c * a ^ 2) • (Q * G * (P * Q)) - (c * a) • (Q * (G * S * Q)) := by
          simp only [mul_sub, sub_mul, mul_smul_comm, smul_mul_assoc, mul_assoc]
      _ = (c * a ^ 2) • (m • (Q * G * Q)) - (c * a) • (Q * Q * (G * S)) := by
          rw [hPQ, hXQ, mul_smul_comm, mul_assoc Q Q]
      _ = -((2 * c) • (Q * (G * S))) := by
          rw [hQGQ, hQQ, smul_mul_assoc, smul_zero, smul_zero, zero_sub, smul_smul, hs]
  calc Q * (1 + G) * K * Q = Q * K * Q + Q * (G * K) * Q := by noncomm_ring
    _ = (2 * c) • (Q * (1 - G * S)) := by
        rw [h0, h1, mul_sub, mul_one, smul_sub, sub_eq_add_neg]

/-- Under the Kleiss-Stirling relations, `(P+m)(1-G)K(P+m) = 2c (P+m)(1+GS)`. -/
theorem massive_spinor_density_opposite {m c : ℝ} {P K G : A}
    (h : Relations m c P K G) :
    diracNumerator m P * (1 - G) * K * diracNumerator m P =
      (2 * c) • (diracNumerator m P * (1 + G * spinVector m c P K)) := by
  have hneg : Relations m c P K (-G) :=
    ⟨h.mass_ne, h.dot_ne, h.P_sq, h.K_sq, h.PK, by rw [neg_mul_neg, h.G_sq],
      by rw [neg_mul, mul_neg, ← neg_add, h.GP, neg_zero],
      by rw [neg_mul, mul_neg, ← neg_add, h.GK, neg_zero]⟩
  have key := massive_spinor_density hneg
  rwa [← sub_eq_add_neg, neg_mul, sub_neg_eq_add] at key

/-- The Minkowski product with signature `(+,-,-,-)`. -/
def minkowski (p q : Fin 4 → ℝ) : ℝ := p 0 * q 0 - p 1 * q 1 - p 2 * q 2 - p 3 * q 3

/-- The slashed four-momentum in the chiral representation of the Dirac matrices. -/
def slash (p : Fin 4 → ℝ) : Matrix (Fin 4) (Fin 4) ℂ :=
  !![0, 0, p 0 - p 3, -(p 1 - Complex.I * p 2);
     0, 0, -(p 1 + Complex.I * p 2), p 0 + p 3;
     p 0 + p 3, p 1 - Complex.I * p 2, 0, 0;
     p 1 + Complex.I * p 2, p 0 - p 3, 0, 0]

/-- The chirality matrix in the chiral representation. -/
def gamma5 : Matrix (Fin 4) (Fin 4) ℂ :=
  !![-1, 0, 0, 0; 0, -1, 0, 0; 0, 0, 1, 0; 0, 0, 0, 1]

/-- Slashed momenta obey the Clifford relation: their anticommutator is twice the
Minkowski product. -/
theorem slash_anticommutator (p q : Fin 4 → ℝ) :
    slash p * slash q + slash q * slash p =
      (2 * minkowski p q) • (1 : Matrix (Fin 4) (Fin 4) ℂ) := by
  ext i j
  fin_cases i <;> fin_cases j <;>
    simp [slash, minkowski] <;>
    ring_nf <;> simp only [Complex.I_sq] <;> ring

/-- Dirac matrices satisfy the Kleiss-Stirling relations for every momentum `p` of nonzero
mass `m` and every lightlike `k` whose product `c` with `p` is nonzero. -/
theorem dirac_relations {m c : ℝ} {p k : Fin 4 → ℝ} (hm : m ≠ 0) (hc : c ≠ 0)
    (hp : minkowski p p = m ^ 2) (hk : minkowski k k = 0) (hpk : minkowski p k = c) :
    Relations m c (slash p) (slash k) gamma5 := by
  have hsq (q : Fin 4 → ℝ) :
      slash q * slash q = minkowski q q • (1 : Matrix (Fin 4) (Fin 4) ℂ) := by
    calc slash q * slash q
        = (1 / 2 : ℝ) • (slash q * slash q + slash q * slash q) := by module
      _ = minkowski q q • (1 : Matrix (Fin 4) (Fin 4) ℂ) := by
          rw [slash_anticommutator]
          module
  have hG (q : Fin 4 → ℝ) : gamma5 * slash q + slash q * gamma5 = 0 := by
    ext i j
    fin_cases i <;> fin_cases j <;>
      simp [gamma5, slash]
  have hGG : gamma5 * gamma5 = 1 := by
    ext i j
    fin_cases i <;> fin_cases j <;>
      simp [gamma5, Matrix.mul_apply, Fin.sum_univ_four]
  exact ⟨hm, hc, by rw [hsq, hp], by rw [hsq, hk, zero_smul],
    by rw [slash_anticommutator, hpk], hGG, hG p, hG k⟩

/-- The momenta `p = (5,0,0,3)` and `k = (1,1,0,0)` satisfy the relations with `m = 4`
and `c = 5`. -/
theorem relations_witness :
    Relations 4 5 (slash ![5, 0, 0, 3]) (slash ![1, 1, 0, 0]) gamma5 :=
  dirac_relations (by norm_num) (by norm_num) (by simp [minkowski]; norm_num)
    (by simp [minkowski]) (by simp [minkowski])

end

end KleissStirling
```

```lean
#print axioms KleissStirling.spinProjector_idempotent_and_commute
#print axioms KleissStirling.massive_spinor_density_opposite
```

```
'KleissStirling.spinProjector_idempotent_and_commute' depends on axioms: [propext, Classical.choice, Quot.sound]
'KleissStirling.massive_spinor_density_opposite' depends on axioms: [propext, Classical.choice, Quot.sound]
```

## From the checked operators to spinors in a code

The structure `Relations m c P K G` collects the inputs for elements of any real algebra `A`. The symbol `•` is multiplication by a real scalar, so `m ^ 2 • (1 : A)` is m² times the identity. `diracNumerator` is Q, `spinVector` is the slashed S and not a list of four components, and `spinProjector` is ½(1 − GS).

The main statement is `massive_spinor_density`, and `massive_spinor_density_opposite` is its partner for the other chirality. Both are equations between operators. The step to a code's spinors uses the massless relation u₊ū₊ = ½(1 + G)K, the Dirac adjoint ū(p) = ū₊(k)(P + m)/√(2c) and the square root of 2c, none of which is in the file. The operator identity also leaves the phase of u(p) open. The off-diagonal elements of a spin density matrix depend on that choice, which cancels from observables when production and decay amplitudes use the same spinors.

The mass parameter only has to be nonzero. Putting −m for m turns the numerator into P − m, as needed for antifermions, and reverses S.

The proofs follow the calculation above. `spinVector_sq_and_transverse` names the coefficients 1/m and m/c as `a` and `b`, with a·m = 1 and b·c = m. This leaves polynomial identities: `linear_combination` settles the scalar ones and `module` collects the multiples of algebra elements. `spinOperator_sq_and_commute` and `spinProjector_idempotent_and_commute` establish the properties of GS and of the projector, with `noncomm_ring` keeping the order of factors in the former. `numerator_sandwich` is QKQ = 2cQ and uses only the relations for P² and PK + KP.

In the main proof, `hK` expresses K through P and S, while `hPQ`, `hQQ` and `hQGQ` are the three products. `hXQ` moves GS past Q, and `h1` is the part containing G. The opposite chirality comes from applying the main theorem to −G.

The link to four-momenta is `dirac_relations`. It uses the signature (+,−,−,−) and the chiral representation with γ₅ = diag(−1, −1, 1, 1), and it covers every real p with p² = m² ≠ 0 and every lightlike k with p·k ≠ 0. The Clifford relation behind it is checked entry by entry in `slash_anticommutator`. Replacing γ₅ by −γ₅ while the other Dirac matrices stay the same exchanges the two spin labels. Reordering the basis can also turn γ₅ into diag(1, 1, −1, −1), but it changes all the matrices together and leaves the labels as they are.

`relations_witness` supplies a numerical case: p = (5,0,0,3), k = (1,1,0,0), m = 4, c = 5. Here S is the slashed form of (9/20, −4/5, 0, 3/4), whose Minkowski square is −1 and whose product with p vanishes. The theorems concern exact arithmetic, so they give no bound on rounding errors. These deserve attention when p is highly energetic and nearly parallel to k, since c is then a small difference of large terms.
